# For k ≥ 2, the egg-box error of a periodic C^k function on N grid points is O(N⁻ᵏ)

When a function f of period one is displaced by t relative to a grid of N equally spaced points, its grid average (1/N) Σ_j f(j/N − t), with j from 0 to N − 1, generally depends on t, although the integral ∫₀¹ f does not. The egg-box error here means the difference between that average and the integral, and a plane wave of integer index n means exp(2πi n x).

```lean
import Mathlib

open scoped Real
open Complex (I)

namespace EggBoxFiniteSmoothness

noncomputable section

/-- The plane wave `exp(2πi n x)` of integer index `n` in a cell of length one. -/
def wave (n : ℤ) (x : ℝ) : ℂ := Complex.exp (2 * π * I * n * x)

/-- The Fourier coefficient of `f` at index `n`, an integral over one cell. -/
def fourierCoef (f : ℝ → ℂ) (n : ℤ) : ℂ := ∫ x in (0 : ℝ)..1, wave (-n) x * f x

/-- The average of `f` over `N ≥ 1` equally spaced grid points, with `f` displaced by `t`. -/
def gridAverage (f : ℝ → ℂ) (N : ℕ) (t : ℝ) : ℂ :=
  1 / (N : ℂ) * ∑ j ∈ Finset.range N, f ((j : ℝ) / N - t)

/-- A plane wave has modulus one everywhere. -/
theorem norm_wave (n : ℤ) (x : ℝ) : ‖wave n x‖ = 1 := by
  have h : (2 * π * I * n * x : ℂ) = ((2 * π * n * x : ℝ) : ℂ) * I := by
    push_cast; ring
  rw [wave, h, Complex.norm_exp_ofReal_mul_I]

/-- Differentiating a plane wave multiplies it by `2πi n`. -/
theorem hasDerivAt_wave (n : ℤ) (x : ℝ) :
    HasDerivAt (wave n) (2 * π * I * n * wave n x) x := by
  have h := (((hasDerivAt_id x).ofReal_comp).const_mul (2 * π * I * n : ℂ)).cexp
  exact h.congr_deriv (by simp only [wave, id_eq, Complex.ofReal_one, mul_one]; ring)

/-- For a 1-periodic `C^k` function, the Fourier coefficient of the `k`-th derivative is
`(2πi n)^k` times that of the function. -/
theorem fourierCoef_iteratedDeriv (k : ℕ) {f : ℝ → ℂ} (hp : Function.Periodic f 1)
    (hf : ContDiff ℝ k f) (n : ℤ) :
    fourierCoef (iteratedDeriv k f) n = (2 * π * I * n) ^ k * fourierCoef f n := by
  induction k generalizing f with
  | zero => simp [iteratedDeriv_zero]
  | succ k ih =>
    have hf' : ContDiff ℝ ((k : WithTop ℕ∞) + 1) f := by exact_mod_cast hf
    obtain ⟨hd, -, hc⟩ := contDiff_succ_iff_deriv.1 hf'
    have hp' : Function.Periodic (deriv f) 1 := by
      intro x
      rw [← deriv_comp_add_const, show (fun y => f (y + 1)) = f from funext hp]
    have hw : Continuous (wave (-n)) :=
      continuous_iff_continuousAt.2 fun x => (hasDerivAt_wave (-n) x).continuousAt
    -- one integration by parts; the boundary terms cancel by periodicity
    have h : (∫ x in (0 : ℝ)..1, wave (-n) x * deriv f x) =
        wave (-n) 1 * f 1 - wave (-n) 0 * f 0 -
          ∫ x in (0 : ℝ)..1, (2 * π * I * ((-n : ℤ) : ℂ) * wave (-n) x) * f x :=
      intervalIntegral.integral_mul_deriv_eq_deriv_mul
        (fun x _ => hasDerivAt_wave (-n) x) (fun x _ => (hd x).hasDerivAt)
        ((continuous_const.mul hw).intervalIntegrable _ _)
        (hc.continuous.intervalIntegrable _ _)
    have w1 : wave (-n) 1 = 1 := by
      rw [wave, Complex.exp_eq_one_iff]
      exact ⟨-n, by push_cast; ring⟩
    have w0 : wave (-n) 0 = 1 := by simp [wave]
    have f1 : f 1 = f 0 := by simpa using hp 0
    have e : (∫ x in (0 : ℝ)..1, (2 * π * I * ((-n : ℤ) : ℂ) * wave (-n) x) * f x) =
        2 * π * I * ((-n : ℤ) : ℂ) * fourierCoef f n := by
      rw [fourierCoef, ← intervalIntegral.integral_const_mul]
      congr 1
      funext x
      ring
    have step : fourierCoef (deriv f) n = 2 * π * I * n * fourierCoef f n := by
      rw [fourierCoef, h, w1, w0, f1, e]
      push_cast
      ring
    rw [iteratedDeriv_succ', ih hp' hc, step]
    ring

/-- If a 1-periodic `C^k` function has `k`-th derivative bounded by `B`, its Fourier
coefficient at `n ≠ 0` is at most `B / (2π|n|)^k` in modulus. -/
theorem norm_fourierCoef_le {k : ℕ} {f : ℝ → ℂ} {B : ℝ} (hp : Function.Periodic f 1)
    (hf : ContDiff ℝ k f) (hB : ∀ x, ‖iteratedDeriv k f x‖ ≤ B) {n : ℤ} (hn : n ≠ 0) :
    ‖fourierCoef f n‖ ≤ B / (2 * π * |(n : ℝ)|) ^ k := by
  have hb : ‖fourierCoef (iteratedDeriv k f) n‖ ≤ B := by
    have h := intervalIntegral.norm_integral_le_of_norm_le_const (a := 0) (b := 1) (C := B)
      (f := fun x => wave (-n) x * iteratedDeriv k f x) (fun x _ => by
        show ‖wave (-n) x * iteratedDeriv k f x‖ ≤ B
        rw [norm_mul, norm_wave, one_mul]
        exact hB x)
    unfold fourierCoef
    simpa only [sub_zero, abs_one, mul_one] using h
  have hc : ‖(2 * π * I * n : ℂ)‖ = 2 * π * |(n : ℝ)| := by
    simp [abs_of_pos Real.pi_pos]
  rw [fourierCoef_iteratedDeriv k hp hf, norm_mul, norm_pow, hc] at hb
  have hpos : 0 < |(n : ℝ)| := abs_pos.2 (by exact_mod_cast hn)
  rw [le_div_iff₀ (pow_pos (mul_pos (mul_pos two_pos Real.pi_pos) hpos) k)]
  exact (mul_comm _ _).trans_le hb

/-- On a grid of `N ≥ 1` points a plane wave averages to zero unless `N` divides its index,
in which case the average is its value at `-t`. -/
theorem gridAverage_wave {N : ℕ} (hN : 1 ≤ N) (n : ℤ) (t : ℝ) :
    gridAverage (wave n) N t = if (N : ℤ) ∣ n then wave n (-t) else 0 := by
  have hN0 : (N : ℂ) ≠ 0 := by exact_mod_cast (by omega : N ≠ 0)
  have hc : (N : ℂ) * (1 / N) = 1 := mul_one_div_cancel hN0
  have hz : ∀ j : ℕ, wave n ((j : ℝ) / N - t) = wave n (-t) * wave n (1 / (N : ℝ)) ^ j := by
    intro j
    simp only [wave]
    rw [← Complex.exp_nat_mul, ← Complex.exp_add]
    congr 1
    push_cast
    ring
  have hs : gridAverage (wave n) N t =
      wave n (-t) * (1 / (N : ℂ) * ∑ j ∈ Finset.range N, wave n (1 / (N : ℝ)) ^ j) := by
    simp only [gridAverage, hz, ← Finset.mul_sum]
    ring
  rw [hs]
  split_ifs with h
  · obtain ⟨m, rfl⟩ := h
    have h1 : wave (N * m) (1 / (N : ℝ)) = 1 := by
      rw [wave, Complex.exp_eq_one_iff]
      exact ⟨m, by push_cast; linear_combination (2 * π * I * m) * hc⟩
    rw [h1]
    simp only [one_pow, Finset.sum_const, Finset.card_range, nsmul_eq_mul, mul_one]
    rw [one_div_mul_cancel hN0, mul_one]
  · have h1 : wave n (1 / (N : ℝ)) ≠ 1 := by
      intro h1
      rw [wave, Complex.exp_eq_one_iff] at h1
      obtain ⟨m, hm⟩ := h1
      push_cast at hm
      have h2 : (n : ℂ) = N * m := by
        apply mul_left_cancel₀ Complex.two_pi_I_ne_zero
        linear_combination (N : ℂ) * hm - (2 * π * I * n) * hc
      exact h ⟨m, by exact_mod_cast h2⟩
    have hzN : wave n (1 / (N : ℝ)) ^ N = 1 := by
      rw [wave, ← Complex.exp_nat_mul, Complex.exp_eq_one_iff]
      exact ⟨n, by push_cast; linear_combination (2 * π * I * n) * hc⟩
    -- the geometric sum over the grid vanishes
    have g := mul_neg_geom_sum (wave n (1 / (N : ℝ))) N
    rw [hzN, sub_self] at g
    rw [(mul_eq_zero.1 g).resolve_left (sub_ne_zero.2 h1.symm), mul_zero, mul_zero]

/-- Aliasing formula: for a continuous 1-periodic function with summable Fourier coefficients,
the average over `N ≥ 1` grid points is the sum of the Fourier components, taken at `-t`,
whose index is a multiple of `N`. -/
theorem hasSum_aliasing {f : ℝ → ℂ} {N : ℕ} (hN : 1 ≤ N) (hp : Function.Periodic f 1)
    (hf : Continuous f) (hs : Summable (fourierCoef f)) (t : ℝ) :
    HasSum (fun m : ℤ => fourierCoef f (N * m) * wave (N * m) (-t)) (gridAverage f N t) := by
  -- the Fourier series of `f`, obtained on the circle
  let F : C(AddCircle (1 : ℝ), ℂ) := ⟨hp.lift, continuous_coinduced_dom.mpr hf⟩
  have hw : ∀ (n : ℤ) (x : ℝ), fourier n (x : AddCircle (1 : ℝ)) = wave n x := by
    intro n x
    rw [fourier_coe_apply]
    simp [wave]
  have hF : ∀ x : ℝ, F (x : AddCircle (1 : ℝ)) = f x := fun x => hp.lift_coe x
  have hcoef : fourierCoeff F = fourierCoef f := by
    funext n
    rw [fourierCoeff_eq_intervalIntegral F n 0]
    simp only [hw, hF, smul_eq_mul, zero_add, div_one, one_smul, fourierCoef]
  have h0 : ∀ x : ℝ, HasSum (fun n => fourierCoef f n * wave n x) (f x) := by
    intro x
    have h := has_pointwise_sum_fourier_series_of_summable (f := F)
      (by rw [hcoef]; exact hs) (x : AddCircle (1 : ℝ))
    simpa only [hcoef, hw, hF, smul_eq_mul] using h
  have h1 := (hasSum_sum (s := Finset.range N)
    (fun j _ => h0 ((j : ℝ) / N - t))).mul_left (1 / (N : ℂ))
  have h2 : HasSum (fun n : ℤ => fourierCoef f n * gridAverage (wave n) N t)
      (gridAverage f N t) := by
    have e : (fun n : ℤ => fourierCoef f n * gridAverage (wave n) N t) = fun n : ℤ =>
        1 / (N : ℂ) * ∑ j ∈ Finset.range N, fourierCoef f n * wave n ((j : ℝ) / N - t) := by
      funext n
      rw [gridAverage, ← Finset.mul_sum]
      ring
    rw [e]
    exact h1
  -- only multiples of `N` survive
  have inj : Function.Injective (fun m : ℤ => (N : ℤ) * m) :=
    fun a b h => mul_left_cancel₀ (by omega : (N : ℤ) ≠ 0) h
  have h3 := (inj.hasSum_iff (fun n hn => by
    rw [gridAverage_wave hN, if_neg, mul_zero]
    rintro ⟨m, hm⟩
    exact hn ⟨m, hm.symm⟩)).2 h2
  simpa only [Function.comp_def, gridAverage_wave hN, dvd_mul_right, if_true] using h3

/-- For `k ≥ 2` the sum of `1/|m|^k` over all nonzero integers is `2 ζ(k)`. -/
theorem hasSum_zeta {k : ℕ} (hk : 2 ≤ k) :
    HasSum (fun m : ℤ => if m = 0 then (0 : ℝ) else 1 / |(m : ℝ)| ^ k)
      (2 * (riemannZeta k).re) := by
  have hk0 : k ≠ 0 := by omega
  have c : (∑' n : ℕ, 1 / (n : ℂ) ^ k) = ((∑' n : ℕ, 1 / (n : ℝ) ^ k : ℝ) : ℂ) := by
    simp [Complex.ofReal_tsum]
  have hS : HasSum (fun n : ℕ => 1 / (n : ℝ) ^ k) (riemannZeta k).re := by
    rw [zeta_nat_eq_tsum_of_gt_one (by omega), c, Complex.ofReal_re]
    exact (Real.summable_one_div_nat_pow.2 (by omega)).hasSum
  have e1 : ∀ n : ℕ, (if (n : ℤ) = 0 then (0 : ℝ) else 1 / |((n : ℤ) : ℝ)| ^ k) =
      1 / (n : ℝ) ^ k := by
    intro n
    by_cases h : n = 0 <;> simp [h, hk0]
  have e2 : ∀ n : ℕ, (if -(n : ℤ) = 0 then (0 : ℝ) else 1 / |((-(n : ℤ) : ℤ) : ℝ)| ^ k) =
      1 / (n : ℝ) ^ k := by
    intro n
    by_cases h : n = 0 <;> simp [h, hk0]
  have h := HasSum.of_nat_of_neg
    (f := fun m : ℤ => if m = 0 then (0 : ℝ) else 1 / |(m : ℝ)| ^ k)
    (by simpa only [e1] using hS) (by simpa only [e2] using hS)
  rw [if_pos rfl, sub_zero, ← two_mul] at h
  exact h

/-- Egg-box bound: for a 1-periodic `C^k` function with `k ≥ 2` and `k`-th derivative bounded
by `B`, the average over `N ≥ 1` grid points differs from the integral over a period by at
most `2 ζ(k) B / (2πN)^k`, for every offset `t`. -/
theorem eggbox_bound {f : ℝ → ℂ} {k N : ℕ} {B : ℝ} (hk : 2 ≤ k) (hN : 1 ≤ N)
    (hp : Function.Periodic f 1) (hf : ContDiff ℝ k f)
    (hB : ∀ x, ‖iteratedDeriv k f x‖ ≤ B) (t : ℝ) :
    ‖gridAverage f N t - ∫ x in (0 : ℝ)..1, f x‖ ≤
      2 * (riemannZeta k).re * B / (2 * π * N) ^ k := by
  have hsum : Summable (fourierCoef f) := by
    refine Summable.of_norm_bounded (((hasSum_zeta hk).mul_left (B / (2 * π) ^ k)).add
      (hasSum_ite_eq (0 : ℤ) ‖fourierCoef f 0‖)).summable ?_
    intro n
    by_cases hn : n = 0
    · simp [hn]
    · simp only [if_neg hn, add_zero]
      refine (norm_fourierCoef_le hp hf hB hn).trans_eq ?_
      rw [mul_pow, div_mul_div_comm, mul_one]
  have h0 : fourierCoef f 0 = ∫ x in (0 : ℝ)..1, f x := by simp [fourierCoef, wave]
  -- remove the exact integral, which is the component of index zero
  have hs := (hasSum_aliasing hN hp hf.continuous hsum t).sub
    (hasSum_ite_eq (0 : ℤ) (fourierCoef f 0))
  rw [← h0, ← hs.tsum_eq]
  refine (tsum_of_norm_bounded ((hasSum_zeta hk).mul_left (B / (2 * π * N) ^ k)) ?_).trans_eq
    (by ring)
  intro m
  by_cases hm : m = 0
  · simp [hm, wave]
  · simp only [if_neg hm, sub_zero, norm_mul, norm_wave, mul_one]
    have hNm : (N : ℤ) * m ≠ 0 := mul_ne_zero (by omega) hm
    refine (norm_fourierCoef_le hp hf hB hNm).trans_eq ?_
    have e : 2 * π * |(((N : ℤ) * m : ℤ) : ℝ)| = 2 * π * N * |(m : ℝ)| := by
      push_cast
      rw [abs_mul, Nat.abs_cast]
      ring
    rw [e, mul_pow (2 * π * (N : ℝ)), div_mul_div_comm, mul_one]

/-- The plane wave of index `N ≥ 1` has `k`-th derivative of modulus `(2πN)^k` everywhere, and
its `N`-point grid average misses the integral by exactly one in modulus at every offset. -/
theorem eggbox_rate_sharp {N : ℕ} (hN : 1 ≤ N) (k : ℕ) (t : ℝ) :
    (∀ x, ‖iteratedDeriv k (wave N) x‖ = (2 * π * N) ^ k) ∧
      ‖gridAverage (wave N) N t - ∫ x in (0 : ℝ)..1, wave N x‖ = 1 := by
  constructor
  · have h : iteratedDeriv k (wave N) =
        fun x => (2 * π * I * ((N : ℤ) : ℂ)) ^ k * wave N x := by
      induction k with
      | zero => funext x; simp [iteratedDeriv_zero]
      | succ k ih =>
        rw [iteratedDeriv_succ, ih]
        funext x
        rw [((hasDerivAt_wave N x).const_mul _).deriv]
        ring
    intro x
    rw [h]
    simp [norm_wave, abs_of_pos Real.pi_pos]
  · have hw : Continuous (wave N) :=
      continuous_iff_continuousAt.2 fun x => (hasDerivAt_wave N x).continuousAt
    have hi := intervalIntegral.integral_eq_sub_of_hasDerivAt (a := 0) (b := 1)
      (fun x _ => hasDerivAt_wave N x) ((continuous_const.mul hw).intervalIntegrable _ _)
    have w1 : wave N 1 = 1 := by
      rw [wave, Complex.exp_eq_one_iff]
      exact ⟨N, by push_cast; ring⟩
    have w0 : wave N 0 = 1 := by simp [wave]
    rw [intervalIntegral.integral_const_mul, w1, w0, sub_self] at hi
    have hc : (2 * π * I * ((N : ℤ) : ℂ)) ≠ 0 :=
      mul_ne_zero Complex.two_pi_I_ne_zero (by exact_mod_cast (by omega : N ≠ 0))
    rw [(mul_eq_zero.1 hi).resolve_left hc, sub_zero, gridAverage_wave hN,
      if_pos (dvd_refl _), norm_wave]

end

end EggBoxFiniteSmoothness
```

```lean
#print axioms EggBoxFiniteSmoothness.eggbox_bound
#print axioms EggBoxFiniteSmoothness.eggbox_rate_sharp
```

```
'EggBoxFiniteSmoothness.eggbox_bound' depends on axioms: [propext, Classical.choice, Quot.sound]
'EggBoxFiniteSmoothness.eggbox_rate_sharp' depends on axioms: [propext, Classical.choice, Quot.sound]
```

## The bound and its hypotheses

Write A_N(t) for the grid average, `gridAverage f N t` in Lean. The theorem `eggbox_bound` says that

|A_N(t) − ∫₀¹ f(x) dx| ≤ 2 ζ(k) B / (2πN)^k

for every real t and every N ≥ 1. Its hypotheses are:

- `Function.Periodic f 1`: f has period one.
- `ContDiff ℝ k f`, with k ≥ 2: f has k continuous derivatives on the whole line, so also across the cell boundary.
- `hB`: the k-th derivative, `iteratedDeriv k f`, has modulus at most B everywhere.

The function takes complex values, and a real function is treated as a complex one. Mathlib's `riemannZeta` is complex-valued too, so the statement uses its real part, which for integer k ≥ 2 is the usual sum of 1/m^k over m ≥ 1. The Fourier coefficient `fourierCoef f n` has the minus sign in the exponent and no prefactor:

c_n = ∫₀¹ exp(−2πi n x) f(x) dx.

The constant B expresses how sharply the function varies. If f consists of one localized feature whose width w is varied at fixed shape and height, its k-th derivative scales as w⁻ᵏ and the bound as 1/(Nw)^k, which compares the grid spacing with the width. Steeper edges at the same width make B larger.

## Atoms moving across a real-space grid

In electronic-structure codes that integrate on a real-space grid, the energy can change spuriously as an atom moves between grid points. The theorem bounds the quadrature error behind this effect for a single integrand in a one-dimensional cell of length one. In that practice, "egg-box effect" usually names the variation of the energy with position, whereas the theorem compares each average with the exact integral. By the triangle inequality, a consequence that no theorem above records, the averages at two offsets differ by at most twice the bound.

Besides the restriction to one integrand in one dimension, the model assumes that the whole integrand moves rigidly. In a self-consistent calculation the density also responds to the displacement.

## Smoothness makes the Fourier coefficients small

Integrate by parts over one period:

∫₀¹ exp(−2πi n x) f′(x) dx = [exp(−2πi n x) f(x)]₀¹ + 2πi n ∫₀¹ exp(−2πi n x) f(x) dx.

The boundary term vanishes because both factors are periodic. Each derivative therefore multiplies the coefficient by 2πi n, and after k derivatives

c_n(f^(k)) = (2πi n)^k c_n(f).

This is `fourierCoef_iteratedDeriv`, proved by induction on k. The induction hypothesis is applied to f′, which is again periodic and has one derivative fewer.

A plane wave has modulus one, so the left side is at most B in modulus. Dividing gives `norm_fourierCoef_le`:

|c_n| ≤ B / (2π|n|)^k for n ≠ 0.

## The grid sees only multiples of N

Put z = exp(2πi n/N). The grid average of the plane wave of index n is

exp(−2πi n t) · (1/N) Σ_j z^j.

If N divides n, then z = 1 and the average is exp(−2πi n t). Otherwise z ≠ 1 while z^N = 1, and

(1 − z) Σ_j z^j = 1 − z^N = 0,

so the sum is zero. The theorem `gridAverage_wave` makes the same case distinction.

For k ≥ 2 the bound on c_n makes the coefficients absolutely summable, so the Fourier series converges to f at every point. Averaging it over the finitely many grid points gives the aliasing formula

A_N(t) = Σ_m c_{Nm} exp(−2πi N m t),

with m running over all integers. In `hasSum_aliasing`, f is transferred to Mathlib's circle `AddCircle (1 : ℝ)`, where the convergence theorem is available. The injective map m ↦ Nm then removes the vanishing terms and relabels the rest.

## Summing the aliased terms

The term m = 0 is c_0 = ∫₀¹ f. Subtracting it and bounding the others gives

|A_N(t) − ∫₀¹ f| ≤ Σ_{m≠0} B / (2πN|m|)^k = B/(2πN)^k · 2 ζ(k).

The factor 2 comes from the positive and negative m, which `hasSum_zeta` combines into one sum over the integers. In `eggbox_bound` that sum is used twice: first to show that the Fourier coefficients are summable, then to bound the aliased terms through `tsum_of_norm_bounded`. At k = 1 the corresponding sum of 1/|m| diverges, so this estimate gives no bound.

## A plane wave that attains the rate

The theorem `eggbox_rate_sharp` takes f to be the plane wave of index N. Differentiating k times multiplies it by (2πi N)^k, so its k-th derivative has modulus (2πN)^k everywhere. Its integral over a period is zero, since its antiderivative exp(2πi N x)/(2πi N) takes equal values at both ends. Its grid average is exp(−2πi N t), so the error has modulus exactly 1 at every offset.

With B = (2πN)^k, the general bound gives 2 ζ(k) for this function. Therefore, if a bound of the form C B / N^p, with C depending only on k, holds for every N ≥ 1 and every f satisfying the hypotheses, then p is at most k. The example changes with N, so it does not prevent the error of one fixed function from falling faster.
